# Convergence of the recursive Fermi operator expansion for a single energy level

Let $x=\beta(\varepsilon-\mu)$ be the energy $\varepsilon$ of a level relative to the chemical potential $\mu$, in units of the thermal energy $1/\beta$ (Boltzmann's constant times the temperature). Start from $\tfrac12-x/2^{n+2}$ and apply

$$T(p)=\frac{p^2}{p^2+(1-p)^2}$$

exactly $n$ times. For every real $x$, the result tends to the Fermi-Dirac occupation $F(x)=1/(1+e^x)$ as $n\to\infty$. If $|x|\le 2^n$, the error after $n$ steps is at most $|x|^3/(12\cdot 4^n)$.

## Thermal occupations without diagonalisation

For non-interacting electrons with one-particle Hamiltonian $H$ in an orthonormal basis, the one-particle density matrix of the grand canonical ensemble is $F(\beta(H-\mu))$. It can be evaluated by diagonalising $H$, or approximated by matrix products and inverses. The recursion above is of the second kind: the number $p$ becomes a matrix, and the division becomes multiplication by an inverse.

The theorems concern real numbers, one level at a time. The step to the matrix algorithm is that, for Hermitian $H$, every iterate is a function of $H$, so the recursion acts separately on each eigenvalue. This is standard linear algebra, but it is used here as background and is not formalised. Rounding errors and the search for $\mu$ are also left aside.

## The statement for levels and for sums over levels

In Lean, `purify` is $T$, `fermi` is $F$, and `occupation n x` is the $n$-fold iterate `purify^[n]` applied to the linear guess. The name `purify` needs some care. Purification usually means driving occupations to 0 or 1, and $T$ does that from any fixed start other than $\tfrac12$. Here the start moves towards $\tfrac12$ as $n$ grows, which keeps the temperature finite. Going from $n$ to $n+1$ therefore means restarting from a new guess, not adding one step to the old run.

The theorem `tendsto_occupation` states the limit for each fixed real `x`; `atTop` expresses $n\to\infty$ and `𝓝` denotes the neighbourhoods of the limit. The theorem `occupation_error` gives the bound under `|x| ≤ 2 ^ n`.

The theorem `spectral_sum_error` treats finitely many levels, indexed by `ι`, with reduced energies $x_i\in[-R,R]$, real weights $w_i$ and $R\le 2^n$:

$$\Big|\sum_i w_i\,\mathtt{occupation}\;n\;x_i-\sum_i w_iF(x_i)\Big|\le\Big(\sum_i|w_i|\Big)\frac{R^3}{12\cdot4^n}.$$

If the levels are spin orbitals, the sum with Fermi-Dirac occupations is the mean electron number for $w_i=1$ and the band energy for $w_i=\varepsilon_i$.

The condition $R\le2^n$ makes the bound valid, not small: at $R=2^n$ the factor $R^3/(12\cdot4^n)$ is $2^n/12$. This factor is small only when $4^n$ is large compared with $R^3$. Since $R$ is inversely proportional to the temperature for a fixed energy range about $\mu$, the bound asks for more steps in colder systems. It is pessimistic for levels far from $\mu$: when $|x|\le2^n$, the energy shift derived below points away from $\mu$, so the computed and exact occupations are both within $e^{-|x|}$ of 0 or both within $e^{-|x|}$ of 1. The Lean file does not use this refinement.

## From squared weights to an energy shift

Write $N=2^n$. If $p=a/(a+b)$ with $a+b>0$, then $1-p=b/(a+b)$ and

$$T(p)=\frac{a^2}{a^2+b^2}.$$

Each step squares the particle and hole weights and normalises them. Starting with $a=p$ and $b=1-p$, we obtain after $n$ steps

$$T^n(p)=\frac{p^N}{p^N+(1-p)^N}.$$

The denominator is positive for every real $p$. It equals 1 at $n=0$, and if $a+b>0$, then $a^2+b^2=\tfrac12[(a+b)^2+(a-b)^2]>0$.

Now set $y=x/2^{n+1}=x/(2N)$. The initial guess is $p=(1-y)/2$, so $1-p=(1+y)/2$. For $|y|<1$,

$$T^n(p)=\frac{1}{1+\left(\frac{1+y}{1-y}\right)^N}=F(\tilde x),\qquad \tilde x=N[\ln(1+y)-\ln(1-y)].$$

The computed occupation is thus an exact Fermi-Dirac value at a shifted energy $\tilde x$.

To bound the shift, let $g(t)=\ln(1+t)-\ln(1-t)-2t$. Then $g(0)=0$ and

$$g'(t)=\frac{1}{1+t}+\frac{1}{1-t}-2=\frac{2t^2}{1-t^2}.$$

If $|t|\le|y|\le\tfrac12$, the denominator is at least $\tfrac34$, so $0\le g'(t)\le\tfrac83y^2$. The mean value inequality gives $|g(y)|\le\tfrac83|y|^3$. Because $2Ny=x$,

$$|\tilde x-x|=N|g(y)|\le N\cdot\frac83\cdot\frac{|x|^3}{8N^3}=\frac{|x|^3}{3N^2}.$$

The slope of the Fermi function satisfies

$$|F'(t)|=\frac{e^t}{(1+e^t)^2}\le\frac14,$$

because $(1+e^t)^2-4e^t=(e^t-1)^2\ge0$. Hence

$$|F(\tilde x)-F(x)|\le\frac14|\tilde x-x|\le\frac{|x|^3}{12N^2}=\frac{|x|^3}{12\cdot4^n}.$$

The condition $|y|\le\tfrac12$ is the same as $|x|\le2^n$. For fixed $x$ it holds once $n$ is large enough, and the bound then tends to zero. For the sum over levels, multiply each error by $|w_i|$, use $|x_i|\le R$ and apply the triangle inequality.

## Two steps at $x=1$

For $n=2$ the initial guess is $\tfrac12-\tfrac1{16}=\tfrac7{16}$. The two steps give

$$\frac7{16}\;\longmapsto\;\frac{49}{49+81}=\frac{49}{130}\;\longmapsto\;\frac{2401}{2401+6561}=\frac{2401}{8962}\approx0.2679.$$

The Fermi-Dirac value is $1/(1+e)\approx0.2689$. The error is about $0.0010$, below the bound $1/192\approx0.0052$. The shifted energy is $\tilde x=4\ln(9/7)\approx1.0053$.

## The Lean file

```lean
import Mathlib

open Filter Topology

namespace RecursiveFermiExpansion

noncomputable section

/-- One step of the recursive expansion, `p ↦ p² / (p² + (1 - p)²)`. -/
def purify (p : ℝ) : ℝ := p ^ 2 / (p ^ 2 + (1 - p) ^ 2)

/-- The Fermi-Dirac occupation at reduced energy `x`, the energy relative to the chemical
potential in units of the thermal energy. -/
def fermi (x : ℝ) : ℝ := 1 / (1 + Real.exp x)

/-- The computed occupation: `n` steps from the linear guess `1/2 - x / 2^(n+2)`. -/
def occupation (n : ℕ) (x : ℝ) : ℝ := purify^[n] (1 / 2 - x / 2 ^ (n + 2))

/-- The sum of the `2^n`-th powers of `p` and `1 - p` is positive for every real `p`. -/
theorem weight_pos (p : ℝ) (n : ℕ) : 0 < p ^ (2 ^ n) + (1 - p) ^ (2 ^ n) := by
  induction n with
  | zero => simp
  | succ n ih =>
    rw [pow_succ 2 n, pow_mul, pow_mul]
    nlinarith [mul_pos ih ih, sq_nonneg (p ^ (2 ^ n) - (1 - p) ^ (2 ^ n))]

/-- After `n` steps the particle and hole weights `p` and `1 - p` have been raised to the
power `2^n` and normalised. -/
theorem purify_iterate (p : ℝ) (n : ℕ) :
    purify^[n] p = p ^ (2 ^ n) / (p ^ (2 ^ n) + (1 - p) ^ (2 ^ n)) := by
  induction n with
  | zero => simp
  | succ n ih =>
    have hs := (weight_pos p n).ne'
    rw [Function.iterate_succ_apply', ih, pow_succ 2 n, pow_mul, pow_mul]
    generalize p ^ (2 ^ n) = a at hs ⊢
    generalize (1 - p) ^ (2 ^ n) = b at hs ⊢
    have hole : 1 - a / (a + b) = b / (a + b) := by
      rw [eq_div_iff hs, sub_mul, div_mul_cancel₀ _ hs]
      ring
    unfold purify
    rw [hole, div_pow, div_pow, ← add_div, div_div_div_cancel_right₀ (pow_ne_zero 2 hs)]


/-- For `|x| < 2^(n+1)` the computed occupation is an exact Fermi-Dirac value at the distorted
energy `2^n (log (1 + y) - log (1 - y))`, where `y = x / 2^(n+1)`. -/
theorem occupation_eq_fermi (n : ℕ) (x : ℝ) (hx : |x| < 2 ^ (n + 1)) :
    occupation n x = fermi (2 ^ n *
      (Real.log (1 + x / 2 ^ (n + 1)) - Real.log (1 - x / 2 ^ (n + 1)))) := by
  have hy : |x / 2 ^ (n + 1)| < 1 := by
    rw [abs_div, abs_of_pos (by positivity : (0 : ℝ) < 2 ^ (n + 1)),
      div_lt_one (by positivity)]
    exact hx
  have hstart : 1 / 2 - x / 2 ^ (n + 2) = (1 - x / 2 ^ (n + 1)) / 2 := by
    rw [pow_succ 2 (n + 1)]
    field_simp
  unfold occupation fermi
  rw [purify_iterate, hstart]
  generalize x / 2 ^ (n + 1) = y at hy ⊢
  obtain ⟨hl, hr⟩ := abs_lt.1 hy
  have hp : 0 < 1 + y := by linarith
  have hm : 0 < 1 - y := by linarith
  have hhole : 1 - (1 - y) / 2 = (1 + y) / 2 := by ring
  -- the exponential in the Fermi function is a power of the initial hole-to-particle ratio
  have hexp : Real.exp (2 ^ n * (Real.log (1 + y) - Real.log (1 - y)))
      = ((1 + y) / (1 - y)) ^ (2 ^ n) := by
    have h := Real.exp_nat_mul (Real.log (1 + y) - Real.log (1 - y)) (2 ^ n)
    push_cast at h
    rw [h, Real.exp_sub, Real.exp_log hp, Real.exp_log hm]
  have key : ∀ A B C : ℝ, 0 < A → 0 < B → 0 < C →
      A / C / (A / C + B / C) = 1 / (1 + B / A) := by
    intro A B C hA hB hC
    rw [← add_div, div_div_div_cancel_right₀ hC.ne']
    field_simp
  rw [hhole, hexp, div_pow, div_pow, div_pow]
  exact key _ _ _ (pow_pos hm _) (pow_pos hp _) (by positivity)

/-- For `|y| ≤ 1/2` the difference `log (1 + y) - log (1 - y) - 2y` is at most `8/3 · |y|³` in
absolute value. -/
theorem distortion_le (y : ℝ) (hy : |y| ≤ 1 / 2) :
    |Real.log (1 + y) - Real.log (1 - y) - 2 * y| ≤ 8 / 3 * |y| ^ 3 := by
  have hy2 : y ^ 2 ≤ 1 / 4 := by
    rw [← sq_abs]
    nlinarith [abs_nonneg y]
  have hd : ∀ t ∈ Set.Icc (-|y|) |y|, HasDerivWithinAt
      (fun t : ℝ => Real.log (1 + t) - Real.log (1 - t) - 2 * t)
      (2 * t ^ 2 / (1 - t ^ 2)) (Set.Icc (-|y|) |y|) t := by
    intro t ht
    have hp : 1 + t ≠ 0 := (by linarith [ht.1] : 0 < 1 + t).ne'
    have hm : 1 - t ≠ 0 := (by linarith [ht.2] : 0 < 1 - t).ne'
    have h1 : HasDerivAt (fun t : ℝ => 1 + t) 1 t := (hasDerivAt_id' t).const_add 1
    have h2 : HasDerivAt (fun t : ℝ => 1 - t) (-1) t := (hasDerivAt_id' t).const_sub 1
    refine HasDerivAt.hasDerivWithinAt (HasDerivAt.congr_deriv
      (((h1.log hp).fun_sub (h2.log hm)).fun_sub ((hasDerivAt_id' t).const_mul 2)) ?_)
    rw [show 1 - t ^ 2 = (1 + t) * (1 - t) by ring]
    field_simp
    ring
  have hb : ∀ t ∈ Set.Icc (-|y|) |y|, ‖2 * t ^ 2 / (1 - t ^ 2)‖ ≤ 8 / 3 * y ^ 2 := by
    intro t ht
    have hty : t ^ 2 ≤ y ^ 2 := sq_le_sq.2 (abs_le.2 ht)
    have hpos : 0 < 1 - t ^ 2 := by linarith
    rw [Real.norm_eq_abs, abs_of_nonneg (by positivity), div_le_iff₀ hpos]
    nlinarith [mul_nonneg (sq_nonneg y) (by linarith : 0 ≤ 1 / 4 - t ^ 2)]
  -- mean value inequality between 0 and y
  have h := Convex.norm_image_sub_le_of_norm_hasDerivWithin_le hd hb (convex_Icc _ _)
    (show (0 : ℝ) ∈ Set.Icc (-|y|) |y| from ⟨by linarith [abs_nonneg y], abs_nonneg y⟩)
    (show y ∈ Set.Icc (-|y|) |y| from ⟨neg_abs_le y, le_abs_self y⟩)
  simp only [Real.norm_eq_abs, add_zero, sub_zero, Real.log_one, mul_zero] at h
  calc _ ≤ 8 / 3 * y ^ 2 * |y| := h
    _ = 8 / 3 * |y| ^ 3 := by rw [← sq_abs y]; ring

/-- An energy shift changes the Fermi-Dirac occupation by at most a quarter of the shift. -/
theorem fermi_lipschitz (a b : ℝ) : |fermi a - fermi b| ≤ 1 / 4 * |a - b| := by
  have hd : ∀ t ∈ (Set.univ : Set ℝ), HasDerivWithinAt fermi
      (-(Real.exp t / (1 + Real.exp t) ^ 2)) Set.univ t := by
    intro t _
    have hne : 1 + Real.exp t ≠ 0 := by positivity
    exact HasDerivAt.hasDerivWithinAt (HasDerivAt.congr_deriv
      ((hasDerivAt_const t (1 : ℝ)).fun_div ((Real.hasDerivAt_exp t).const_add 1) hne)
      (by ring))
  have hb : ∀ t ∈ (Set.univ : Set ℝ),
      ‖-(Real.exp t / (1 + Real.exp t) ^ 2)‖ ≤ 1 / 4 := by
    intro t _
    rw [norm_neg, Real.norm_eq_abs, abs_of_pos (by positivity), div_le_iff₀ (by positivity)]
    nlinarith [sq_nonneg (Real.exp t - 1)]
  exact Convex.norm_image_sub_le_of_norm_hasDerivWithin_le hd hb convex_univ
    (Set.mem_univ b) (Set.mem_univ a)

/-- For `|x| ≤ 2^n` the occupation after `n` steps differs from the Fermi-Dirac value by at
most `|x|³ / (12 · 4^n)`. -/
theorem occupation_error (n : ℕ) (x : ℝ) (hx : |x| ≤ 2 ^ n) :
    |occupation n x - fermi x| ≤ |x| ^ 3 / (12 * 4 ^ n) := by
  have hN : (0 : ℝ) < 2 ^ n := by positivity
  have h4 : (4 : ℝ) ^ n = (2 ^ n) ^ 2 := by
    rw [← pow_mul, mul_comm, pow_mul]
    norm_num
  rw [occupation_eq_fermi n x (by rw [pow_succ]; linarith), h4, pow_succ 2 n]
  generalize (2 : ℝ) ^ n = N at hx hN ⊢
  have hy : |x / (N * 2)| = |x| / (N * 2) := by
    rw [abs_div, abs_of_pos (by positivity : 0 < N * 2)]
  have hd := distortion_le (x / (N * 2)) (by
    rw [hy, div_le_iff₀ (by positivity)]
    linarith)
  refine (fermi_lipschitz _ _).trans ?_
  have hsplit : N * (Real.log (1 + x / (N * 2)) - Real.log (1 - x / (N * 2))) - x
      = N * (Real.log (1 + x / (N * 2)) - Real.log (1 - x / (N * 2)) - 2 * (x / (N * 2))) := by
    have : N * (2 * (x / (N * 2))) = x := by field_simp
    rw [mul_sub N _ (2 * (x / (N * 2))), this]
  rw [hsplit, abs_mul, abs_of_pos hN]
  calc _ ≤ 1 / 4 * (N * (8 / 3 * |x / (N * 2)| ^ 3)) := by gcongr
    _ = |x| ^ 3 / (12 * N ^ 2) := by
      rw [hy]
      field_simp
      ring

/-- The recursive Fermi expansion converges for a single level: for every real `x`, the occupation
computed in `n` steps tends to `1 / (1 + exp x)` as `n` tends to infinity. -/
theorem tendsto_occupation (x : ℝ) :
    Tendsto (fun n => occupation n x) atTop (𝓝 (1 / (1 + Real.exp x))) := by
  have hlarge : ∀ᶠ n : ℕ in atTop, |x| ≤ (2 : ℝ) ^ n :=
    (tendsto_pow_atTop_atTop_of_one_lt (one_lt_two : (1 : ℝ) < 2)).eventually_ge_atTop |x|
  have hzero : Tendsto (fun n : ℕ => |x| ^ 3 / (12 * 4 ^ n)) atTop (𝓝 0) := by
    have h := (tendsto_pow_atTop_nhds_zero_of_lt_one (by norm_num : (0 : ℝ) ≤ 1 / 4)
      (by norm_num)).const_mul (|x| ^ 3 / 12)
    rw [mul_zero] at h
    refine h.congr fun n => ?_
    rw [div_pow, one_pow, div_mul_div_comm, mul_one]
  have h : Tendsto (fun n => occupation n x - fermi x) atTop (𝓝 0) :=
    squeeze_zero_norm' (hlarge.mono fun n hn => occupation_error n x hn) hzero
  exact tendsto_sub_nhds_zero_iff.1 h

/-- For finitely many levels with reduced energies in `[-R, R]` and `R ≤ 2^n`, the error of an
occupation-weighted sum of level quantities `w i` is at most `R³ / (12 · 4^n)` times the sum of
the `|w i|`. -/
theorem spectral_sum_error {ι : Type*} [Fintype ι] (w x : ι → ℝ) (R : ℝ) (n : ℕ)
    (hx : ∀ i, |x i| ≤ R) (hR : R ≤ 2 ^ n) :
    |∑ i, w i * occupation n (x i) - ∑ i, w i * fermi (x i)|
      ≤ (∑ i, |w i|) * (R ^ 3 / (12 * 4 ^ n)) := by
  rw [← Finset.sum_sub_distrib, Finset.sum_mul]
  refine (Finset.abs_sum_le_sum_abs _ _).trans (Finset.sum_le_sum fun i _ => ?_)
  rw [← mul_sub, abs_mul]
  refine mul_le_mul_of_nonneg_left ?_ (abs_nonneg _)
  refine (occupation_error n (x i) ((hx i).trans hR)).trans ?_
  have := hx i
  gcongr

end

end RecursiveFermiExpansion
```

```lean
#print axioms RecursiveFermiExpansion.tendsto_occupation
-- 'RecursiveFermiExpansion.tendsto_occupation' depends on axioms: [propext, Classical.choice, Quot.sound]
#print axioms RecursiveFermiExpansion.spectral_sum_error
-- 'RecursiveFermiExpansion.spectral_sum_error' depends on axioms: [propext, Classical.choice, Quot.sound]
```

## How the lemmas carry the argument

`weight_pos` proves the positivity of the denominator by induction on `n`. The call to `nlinarith` receives the product $(a+b)^2>0$ and the square $(a-b)^2\ge0$, as in the identity above.

`purify_iterate` proves the closed form, also by induction. It peels off the last application of $T$, names the two powers `a` and `b`, and establishes the hole fraction $b/(a+b)$ in the step `hole`. The common factor $(a+b)^2$ then cancels.

`occupation_eq_fermi` identifies the shifted energy. The step `hstart` rewrites the initial guess as $(1-y)/2$, and `hexp` turns $e^{\tilde x}$ into the $N$-th power of $(1+y)/(1-y)$. The hypothesis `|x| < 2 ^ (n + 1)` makes both logarithms' arguments positive. The auxiliary identity `key` puts the normalised weights into Fermi-Dirac form.

`distortion_le` is the estimate of $g$. Inside it, `hd` computes the derivative on $[-|y|,|y|]$ and `hb` bounds it by $\tfrac83y^2$. Mathlib's mean value inequality on a convex set is then applied between $0$ and $y$. `fermi_lipschitz` has the same structure on the whole real line, with the square $(e^t-1)^2$ supplying the constant $\tfrac14$.

`occupation_error` combines these results. It replaces the computed occupation by $F(\tilde x)$, applies the Lipschitz bound, and uses `hsplit` to write $\tilde x-x$ as $N\,g(y)$. The final `calc` inserts the cubic estimate and simplifies the constants.

In `tendsto_occupation`, `hlarge` says that $|x|\le2^n$ for all sufficiently large $n$, and `hzero` says that the error bound tends to zero. A squeeze argument gives the limit. `spectral_sum_error` subtracts the two sums term by term, applies the triangle inequality, and uses `occupation_error` for each level before replacing $|x_i|$ by $R$.
